# A quasihole in a filled set of monomial orbitals as a superposition of one-hole Slater determinants

Take `N` fermions in the orbitals 1, t, …, t^N with one orbital t^k left empty, and let D_k(x) be their Slater determinant, without the 1/√N! or any Gaussian factor. The theorem says that the sum over k of (-w)^k D_k(x) equals ∏ (x_i - w) times the product of x_l - x_i over pairs i < l, that is, the quasihole factor at w times the determinant of the filled orbitals 1, …, t^(N-1). It is an algebraic identity for any finite `N` over any commutative ring, with no Hamiltonian; the amplitudes (-w)^k belong to the unnormalised determinants, and for normalised ones each is multiplied by the norm of its D_k, up to a common factor. The proof adds a particle at w to the Vandermonde determinant, expands along that particle's row, and matches the terms one by one.

This version doesn't compile in Lean 4 with Mathlib:

```lean
import Mathlib

open Polynomial

namespace QuasiholeExpansion

variable {R : Type*} [CommRing R] {N : ℕ}

/-- The Slater determinant of `N` particles at `x` in the monomial orbitals `t ^ j`,
with `j` running increasingly through `0, …, N` except for the hole `j = k`. -/
def holeSlater (k : Fin (N + 1)) (x : Fin N → R) : R :=
  Matrix.det (Matrix.of fun i j : Fin N => x i ^ (k.succAbove j : ℕ))

/-- The product of the coordinate differences `x l - x i` over all pairs `i < l`. -/
def pairProduct (x : Fin N → R) : R :=
  ∏ i, ∏ l ∈ Finset.Ioi i, (x l - x i)

/-- Multiplying the pair product by the quasihole factor `∏ (x i - w)` gives the
superposition of the one-hole determinants with amplitudes `(-w) ^ k`. -/
theorem quasihole_expansion (x : Fin N → R) (w : R) :
    ∑ k : Fin (N + 1), (-w) ^ (k : ℕ) * holeSlater k x
      = (∏ i, (x i - w)) * pairProduct x := by
  -- the Vandermonde determinant with an additional particle at `w`
  have h := Matrix.det_vandermonde (Fin.cons w x : Fin (N + 1) → R)
  rw [Matrix.det_succ_row_zero, Fin.prod_univ_succ, Fin.prod_Ioi_zero] at h
  simp only [Fin.prod_Ioi_succ, Fin.cons_succ, Fin.cons_zero] at h
  unfold pairProduct
  rw [← h]
  refine Finset.sum_congr rfl fun k _ => ?_
  -- removing the row of `w` and the column `k` leaves the one-hole determinant
  have hminor : (Matrix.vandermonde (Fin.cons w x : Fin (N + 1) → R)).submatrix
      Fin.succ k.succAbove
      = Matrix.of fun i j : Fin N => x i ^ (k.succAbove j : ℕ) := by
    ext i j
    simp [Matrix.vandermonde_apply]
  rw [hminor, Matrix.vandermonde_apply, Fin.cons_zero, neg_pow w]
  rfl

end QuasiholeExpansion
```

The compiler's answer:

```
Main.lean:33:66: error: unsolved goals
R : Type u_1
inst✝ : CommRing R
N : ℕ
x : Fin N → R
w : R
h :
  ∑ j,
      (-1) ^ ↑j * Matrix.vandermonde (Fin.cons w x) 0 j *
        ((Matrix.vandermonde (Fin.cons w x)).submatrix Fin.succ j.succAbove).det =
    (∏ x_1, (x x_1 - w)) * ∏ x_1, ∏ x_2 > x_1, (x x_2 - x x_1)
k : Fin (N + 1)
x✝ : k ∈ Finset.univ
i j : Fin N
⊢ Matrix.submatrix (Fin.cons (fun j => w ^ ↑j) fun i => Fin.cons 1 fun j => x i * x i ^ ↑j) Fin.succ k.succAbove i j =
    x i ^ ↑(k.succAbove j)
```

The error lies in `hminor`, which says that deleting the row of w and column k leaves the matrix of D_k. After `ext i j` one entry remains to be checked, and `simp` was meant to read it off with `Matrix.vandermonde_apply`. Instead it rewrote the whole Vandermonde matrix inside the `submatrix`, using a simp rule for a vector built by `Fin.cons`. The goal left over shows the result: the row of w, then rows split into a first entry 1 and the rest `x i * x i ^ ↑j`. No `Matrix.vandermonde` is left for `Matrix.vandermonde_apply` to match, and the split does not suit the column `k.succAbove j`, which may or may not be the first. `simp` stops there with the goal unsolved.

The repair fixes the order of the steps. `Matrix.submatrix_apply` picks out the entry while the Vandermonde matrix is still intact, `Matrix.vandermonde_apply` turns it into a power, `Fin.cons_succ` reduces the base to `x i`, and `Matrix.of_apply` unfolds the right-hand side. The two sides are then identical, and `rw` closes the goal by reflexivity.

This version goes through:

```diff
@@ -33,5 +33,5 @@
       = Matrix.of fun i j : Fin N => x i ^ (k.succAbove j : ℕ) := by
     ext i j
-    simp [Matrix.vandermonde_apply]
+    rw [Matrix.submatrix_apply, Matrix.vandermonde_apply, Fin.cons_succ, Matrix.of_apply]
   rw [hminor, Matrix.vandermonde_apply, Fin.cons_zero, neg_pow w]
   rfl
```
